# Gradient-free Thomas-Fermi jellium has a negative surface energy

## Energy measured from a sharp step

A half-infinite metal has infinite energy per area, so a finite surface energy needs a reference. Here the kinetic energy density of a sharp step is subtracted at each point before integrating. The step has density n for x < 0 and zero for x ≥ 0, and it is also the fixed positive background. For a neutral profile, the subtracted energy is what the same electrons would have in the uniform bulk of this model, where there is no field. What remains is therefore the energy of creating the surface. An electron profile ρ(x) then has surface energy per area

σ[ρ] = C ∫ (ρ^(5/3) − background^(5/3)) dx + (1/8π) ∫ E² dx.

The constant C > 0 stands for the kinetic energy prefactor of the uniform electron gas; its value is left open. The field E follows from the charge to the left, in Gaussian atomic units:

E(x) = 4π ∫_{−∞}^{x} (background − ρ) dt.

If ρ equals the background, both terms vanish and σ = 0.

## What is claimed

Take density a from [−d, 0) and place it on [0, d). For every d > 0, `energy_change` gives

Δσ = C d ((n−a)^(5/3) + a^(5/3) − n^(5/3)) + 4πa²d³/3.

For C > 0 and 0 < a < n, `energy_lowered_iff` says that Δσ < 0 exactly when d lies below a positive critical width. For C > 0 and n > 0, `surface_energy_negative` concludes that the infimum of σ over all admissible profiles is negative.

In Lean, a profile is a function `ℝ → ℝ`, with `background n` the step and `spilled n a d` the trial profile. `Admissible` requires a nonnegative density, overall neutrality, and integrable charge, kinetic excess and squared field. The integrability conditions matter because Lean assigns the value 0 to a divergent integral. The infimum is taken in `EReal`, where it exists without a proof that σ is bounded below; neither such a bound nor a minimising profile is claimed.

For electronic structure, this shows that the local Thomas-Fermi kinetic functional with classical electrostatics makes a planar jellium surface energetically favourable, in a model without gradient corrections, exchange, correlation or ionic lattice.

## Field cost against kinetic gain

On [−d, 0) the charge to the left of x is a(x + d). On [0, d) it is ad − ax = a(d − x). Outside the two slabs it is zero, so

E(x) = 4πa max(d − |x|, 0).

The field energy is therefore

(1/8π) · 16π²a² · 2 ∫₀^d (d − x)² dx = 4πa²d³/3.

The kinetic excess is (n−a)^(5/3) − n^(5/3) on the left slab and a^(5/3) on the right. Multiplying by C and the width d gives the first term of Δσ.

For its sign, define

G = n^(5/3) − (n−a)^(5/3) − a^(5/3)
= a (n^(2/3) − a^(2/3)) + (n−a)(n^(2/3) − (n−a)^(2/3)).

Both terms are positive for 0 < a < n. Since Δσ = −C d G + 4πa²d³/3, the change is negative exactly when

d < √(3CG/(4πa²)).

The gain is linear in d and the cost cubic, so a narrow enough spill always wins.

## Half the density, and all of it

With the illustrative values C = n = 1 (not the electron-gas prefactor) and a = 1/2, G = 1 − 2^(−2/3) ≈ 0.370 and the critical width is about 0.594. At d = 0.3,

Δσ ≈ −0.1110 + 0.0283 = −0.0827.

In the limiting case a = n > 0, the slab's whole density moves across. Then G = 0, and only the positive cost 4πn²d³/3 remains.

## The Lean file

```lean
import Mathlib

open MeasureTheory Set
open scoped Real

namespace ThomasFermiJelliumSurface

noncomputable section

/-- The sharp jellium step: density `n` for `x < 0` and zero for `x ≥ 0`. -/
def background (n : ℝ) : ℝ → ℝ := (Iio 0).indicator fun _ => n

/-- The electron profile obtained from the sharp step by moving density `a`
from the slab `[-d, 0)` to the slab `[0, d)`. -/
def spilled (n a d : ℝ) (x : ℝ) : ℝ :=
  background n x - (Ico (-d) 0).indicator (fun _ => a) x
    + (Ico 0 d).indicator (fun _ => a) x

/-- The electric field at `x`, in Gaussian atomic units, from the total charge to the left
of `x`: positive background minus electrons. -/
def electricField (n : ℝ) (ρ : ℝ → ℝ) (x : ℝ) : ℝ :=
  4 * π * ∫ t in Iio x, (background n t - ρ t)

/-- The local Thomas-Fermi kinetic energy density, without its prefactor, relative to
that of the sharp step. -/
def kineticExcess (n : ℝ) (ρ : ℝ → ℝ) (x : ℝ) : ℝ :=
  ρ x ^ (5 / 3 : ℝ) - background n x ^ (5 / 3 : ℝ)

/-- The gradient-free Thomas-Fermi surface energy per area: kinetic excess with prefactor
`C`, plus the energy of the electric field. -/
def surfaceEnergy (C n : ℝ) (ρ : ℝ → ℝ) : ℝ :=
  C * (∫ x, kineticExcess n ρ x) + 1 / (8 * π) * (∫ x, electricField n ρ x ^ 2)

/-- Admissible electron profiles: nonnegative, neutral against the background, and with
convergent charge, kinetic and field integrals. -/
structure Admissible (n : ℝ) (ρ : ℝ → ℝ) : Prop where
  nonneg : ∀ x, 0 ≤ ρ x
  charge_integrable : Integrable fun x => background n x - ρ x
  neutral : ∫ x, (background n x - ρ x) = 0
  kinetic_integrable : Integrable (kineticExcess n ρ)
  field_integrable : Integrable fun x => electricField n ρ x ^ 2

/-- The width `d` at which kinetic gain and electrostatic cost balance, for `a ≠ 0`. -/
def criticalWidth (C n a : ℝ) : ℝ :=
  √(3 * C * (n ^ (5 / 3 : ℝ) - (n - a) ^ (5 / 3 : ℝ) - a ^ (5 / 3 : ℝ)) / (4 * π * a ^ 2))

/-- A continuous quantity restricted to a slab `[l, r)` with `l ≤ r` is integrable, and its
total is the integral from `l` to `r`. -/
theorem slab_integral {f : ℝ → ℝ} (hf : Continuous f) {l r : ℝ} (h : l ≤ r) :
    Integrable ((Ico l r).indicator f) ∧
      ∫ x, (Ico l r).indicator f x = ∫ x in l..r, f x := by
  constructor
  · exact (hf.integrableOn_Icc.mono_set Ico_subset_Icc_self).integrable_indicator
      measurableSet_Ico
  · rw [integral_indicator measurableSet_Ico, integral_Ico_eq_integral_Ioo,
      ← integral_Ioc_eq_integral_Ioo, ← intervalIntegral.integral_of_le h]

/-- The kinetic excess of the spilled profile is constant on each of the two slabs and
zero elsewhere. -/
theorem kineticExcess_spilled (n a d x : ℝ) :
    kineticExcess n (spilled n a d) x =
      (Ico (-d) 0).indicator (fun _ => (n - a) ^ (5 / 3 : ℝ) - n ^ (5 / 3 : ℝ)) x
        + (Ico 0 d).indicator (fun _ => a ^ (5 / 3 : ℝ)) x := by
  have hz : (0 : ℝ) ^ (5 / 3 : ℝ) = 0 := Real.zero_rpow (by norm_num)
  simp only [kineticExcess, spilled, background, indicator_apply, mem_Iio, mem_Ico]
  rcases lt_or_ge x 0 with h0 | h0
  · by_cases h1 : -d ≤ x <;> simp [h0, not_le.mpr h0, h1]
  · by_cases h1 : x < d <;> simp [h0, not_lt.mpr h0, h1, hz]

/-- For `d > 0` the field of the spilled profile is a triangle of height `4 π a d`
centred at the step and vanishing for `|x| ≥ d`. -/
theorem electricField_spilled (n a x : ℝ) {d : ℝ} (hd : 0 < d) :
    electricField n (spilled n a d) x = 4 * π * a * max (d - |x|) 0 := by
  have hc : ∀ t, background n t - spilled n a d t =
      (Ico (-d) 0).indicator (fun _ => a) t - (Ico 0 d).indicator (fun _ => a) t := by
    intro t
    simp only [spilled]
    ring
  -- charge of one slab lying to the left of x
  have hI : ∀ l r : ℝ, ∫ t in Iio x, (Ico l r).indicator (fun _ => a) t =
      max (min r x - l) 0 * a := by
    intro l r
    have hs : Iio x ∩ Ico l r = Ico l (min r x) := by
      ext t
      simp only [mem_inter_iff, mem_Iio, mem_Ico, lt_min_iff]
      tauto
    rw [setIntegral_indicator measurableSet_Ico, hs, setIntegral_const, measureReal_def,
      Real.volume_Ico, ENNReal.toReal_ofReal', smul_eq_mul]
  have key : max (min 0 x - -d) 0 - max (min d x - 0) 0 = max (d - |x|) 0 := by
    rcases le_total x 0 with h | h
    · rw [min_eq_right h, min_eq_right (h.trans hd.le), abs_of_nonpos h,
        max_eq_right (by linarith : x - 0 ≤ 0), sub_zero,
        show x - -d = d - -x by ring]
    · rw [min_eq_left h, abs_of_nonneg h, max_eq_left (by linarith : (0 : ℝ) ≤ 0 - -d)]
      rcases le_total x d with h' | h'
      · rw [min_eq_right h', max_eq_left (by linarith : 0 ≤ x - 0),
          max_eq_left (by linarith : 0 ≤ d - x)]
        ring
      · rw [min_eq_left h', max_eq_left (by linarith : 0 ≤ d - 0),
          max_eq_right (by linarith : d - x ≤ 0)]
        ring
  simp only [electricField, hc]
  rw [integral_sub (slab_integral continuous_const (by linarith)).1.integrableOn
    (slab_integral continuous_const hd.le).1.integrableOn, hI, hI]
  linear_combination 4 * π * a * key

/-- For `d > 0` the squared field of the spilled profile is integrable, and the field
energy per area is `4 π a² d³ / 3`. -/
theorem fieldEnergy_spilled (n a : ℝ) {d : ℝ} (hd : 0 < d) :
    Integrable (fun x => electricField n (spilled n a d) x ^ 2) ∧
      1 / (8 * π) * (∫ x, electricField n (spilled n a d) x ^ 2) =
        4 * π * a ^ 2 * d ^ 3 / 3 := by
  have hsq : ∀ x, electricField n (spilled n a d) x ^ 2 =
      (Ico (-d) 0).indicator (fun y => (4 * π * a) ^ 2 * (d + y) ^ 2) x
        + (Ico 0 d).indicator (fun y => (4 * π * a) ^ 2 * (d - y) ^ 2) x := by
    intro x
    rw [electricField_spilled n a x hd]
    simp only [indicator_apply, mem_Ico]
    rcases lt_or_ge x 0 with h0 | h0
    · have hn : ¬(0 ≤ x ∧ x < d) := fun h => by linarith [h.1]
      rw [abs_of_neg h0, if_neg hn]
      by_cases h1 : -d ≤ x
      · rw [if_pos ⟨h1, h0⟩, max_eq_left (by linarith : 0 ≤ d - -x)]
        ring
      · rw [if_neg (fun h => h1 h.1), max_eq_right (by linarith : d - -x ≤ 0)]
        ring
    · have hn : ¬(-d ≤ x ∧ x < 0) := fun h => by linarith [h.2]
      rw [abs_of_nonneg h0, if_neg hn]
      by_cases h1 : x < d
      · rw [if_pos ⟨h0, h1⟩, max_eq_left (by linarith : 0 ≤ d - x)]
        ring
      · rw [if_neg (fun h => h1 h.2), max_eq_right (by linarith : d - x ≤ 0)]
        ring
  have hL := slab_integral (f := fun y => (4 * π * a) ^ 2 * (d + y) ^ 2)
    (by fun_prop) (by linarith : -d ≤ 0)
  have hR := slab_integral (f := fun y => (4 * π * a) ^ 2 * (d - y) ^ 2)
    (by fun_prop) hd.le
  simp only [hsq]
  refine ⟨hL.1.add hR.1, ?_⟩
  rw [integral_add hL.1 hR.1, hL.2, hR.2, intervalIntegral.integral_const_mul,
    intervalIntegral.integral_const_mul,
    intervalIntegral.integral_comp_add_left (fun y => y ^ 2) d,
    intervalIntegral.integral_comp_sub_left (fun y => y ^ 2) d, integral_pow, integral_pow]
  have hpi := Real.pi_ne_zero
  push_cast
  field_simp
  ring

/-- The sharp step itself has zero surface energy. -/
theorem surfaceEnergy_background (C n : ℝ) : surfaceEnergy C n (background n) = 0 := by
  simp [surfaceEnergy, kineticExcess, electricField]

/-- Moving density `a` across the step over a width `d > 0` changes the energy per area by
`C d ((n-a)^(5/3) + a^(5/3) - n^(5/3)) + 4 π a² d³ / 3`. -/
theorem energy_change (C n a : ℝ) {d : ℝ} (hd : 0 < d) :
    surfaceEnergy C n (spilled n a d) - surfaceEnergy C n (background n) =
      C * d * ((n - a) ^ (5 / 3 : ℝ) + a ^ (5 / 3 : ℝ) - n ^ (5 / 3 : ℝ))
        + 4 * π * a ^ 2 * d ^ 3 / 3 := by
  have hL := slab_integral (f := fun _ => (n - a) ^ (5 / 3 : ℝ) - n ^ (5 / 3 : ℝ))
    continuous_const (by linarith : -d ≤ 0)
  have hR := slab_integral (f := fun _ => a ^ (5 / 3 : ℝ)) continuous_const hd.le
  rw [surfaceEnergy_background, surfaceEnergy, (fieldEnergy_spilled n a hd).2]
  simp only [kineticExcess_spilled]
  rw [integral_add hL.1 hR.1, hL.2, hR.2, intervalIntegral.integral_const,
    intervalIntegral.integral_const, smul_eq_mul, smul_eq_mul]
  ring

/-- For `C > 0` and `0 < a < n` the critical width is positive, and spilling over a width
`d > 0` lowers the energy exactly when `d` is below it. -/
theorem energy_lowered_iff {C n a : ℝ} (hC : 0 < C) (ha : 0 < a) (han : a < n) :
    0 < criticalWidth C n a ∧ ∀ d, 0 < d →
      (surfaceEnergy C n (spilled n a d) < surfaceEnergy C n (background n) ↔
        d < criticalWidth C n a) := by
  constructor
  · -- each part has a smaller density to the power 2/3 than the whole
    have hp : ∀ x : ℝ, 0 < x → x ^ (5 / 3 : ℝ) = x * x ^ (2 / 3 : ℝ) := by
      intro x hx
      rw [show (5 / 3 : ℝ) = 1 + 2 / 3 by norm_num, Real.rpow_add hx, Real.rpow_one]
    have hb : 0 < n - a := by linarith
    have h1 := mul_lt_mul_of_pos_left
      (Real.rpow_lt_rpow ha.le han (by norm_num : (0 : ℝ) < 2 / 3)) ha
    have h2 := mul_lt_mul_of_pos_left
      (Real.rpow_lt_rpow hb.le (by linarith : n - a < n) (by norm_num : (0 : ℝ) < 2 / 3)) hb
    have hg : 0 < n ^ (5 / 3 : ℝ) - (n - a) ^ (5 / 3 : ℝ) - a ^ (5 / 3 : ℝ) := by
      rw [hp n (ha.trans han), hp (n - a) hb, hp a ha]
      linarith
    exact Real.sqrt_pos.2 (div_pos (mul_pos (by positivity) hg) (by positivity))
  · intro d hd
    rw [← sub_neg, energy_change C n a hd, criticalWidth, Real.lt_sqrt hd.le,
      lt_div_iff₀ (by positivity)]
    constructor
    · intro h
      by_contra hc
      have := mul_nonneg hd.le (sub_nonneg.2 (not_lt.1 hc))
      linarith
    · intro h
      have := mul_pos hd (sub_pos.2 h)
      linarith

/-- For `0 ≤ a ≤ n` and `d > 0` the spilled profile is admissible. -/
theorem spilled_admissible {n a d : ℝ} (ha : 0 ≤ a) (han : a ≤ n) (hd : 0 < d) :
    Admissible n (spilled n a d) := by
  have hL := slab_integral (f := fun _ => a) continuous_const (by linarith : -d ≤ 0)
  have hR := slab_integral (f := fun _ => a) continuous_const hd.le
  have hc : (fun t => background n t - spilled n a d t) = fun t =>
      (Ico (-d) 0).indicator (fun _ => a) t - (Ico 0 d).indicator (fun _ => a) t := by
    funext t
    simp only [spilled]
    ring
  refine ⟨fun x => ?_, ?_, ?_, ?_, (fieldEnergy_spilled n a hd).1⟩
  · simp only [spilled, background, indicator_apply, mem_Iio, mem_Ico]
    split_ifs <;> linarith
  · rw [hc]
    exact hL.1.sub hR.1
  · rw [hc, integral_sub hL.1 hR.1, hL.2, hR.2, intervalIntegral.integral_const,
      intervalIntegral.integral_const, smul_eq_mul, smul_eq_mul]
    ring
  · rw [funext (kineticExcess_spilled n a d)]
    exact (slab_integral continuous_const (by linarith)).1.add
      (slab_integral continuous_const hd.le).1

/-- For `C > 0` and `n > 0` the surface energy of gradient-free Thomas-Fermi jellium, the
infimum over all admissible electron profiles, is negative. -/
theorem surface_energy_negative {C n : ℝ} (hC : 0 < C) (hn : 0 < n) :
    (⨅ (ρ : ℝ → ℝ) (_ : Admissible n ρ), ((surfaceEnergy C n ρ : ℝ) : EReal)) < 0 := by
  -- spill half the density over half the critical width
  obtain ⟨hw, hiff⟩ := energy_lowered_iff hC (half_pos hn) (half_lt_self hn)
  have hneg := (hiff _ (half_pos hw)).2 (half_lt_self hw)
  rw [surfaceEnergy_background] at hneg
  refine lt_of_le_of_lt (iInf₂_le (spilled n (n / 2) (criticalWidth C n (n / 2) / 2))
    (spilled_admissible (half_pos hn).le (half_lt_self hn).le (half_pos hw))) ?_
  exact_mod_cast hneg

end

end ThomasFermiJelliumSurface
```

```lean
#print axioms ThomasFermiJelliumSurface.surface_energy_negative
```

```
'ThomasFermiJelliumSurface.surface_energy_negative' depends on axioms: [propext, Classical.choice, Quot.sound]
```

## From slab integrals to the infimum

`slab_integral` turns integrals over half-open slabs into ordinary interval integrals. `kineticExcess_spilled` finds the two constant kinetic values by cases on x.

In `electricField_spilled`, `hI` computes the charge of one slab to the left of x, and `key` combines the two slabs into the triangle. `fieldEnergy_spilled` splits the squared triangle at x = 0 and integrates each half. `energy_change` adds the kinetic part, using `surfaceEnergy_background` for the zero reference.

In `energy_lowered_iff`, `hp` writes x^(5/3) as x · x^(2/3), and `h1` and `h2` are the two inequalities behind G > 0. The equivalence follows by squaring the width condition and multiplying by d > 0.

`spilled_admissible` checks the trial profile for 0 ≤ a ≤ n. The final theorem chooses a = n/2 and half the corresponding critical width. `iInf₂_le` bounds the infimum by this profile's energy, which is negative.
